# The square of d Sz + J S·K + J/4 for a spin 1/2 coupled to an angular momentum is linear in Sz + Kz

A spin 1/2 `S` is coupled to an angular momentum `K` by J S·K, and a frequency offset d acts on Sz; with J/4 added, the lemma says, this Hamiltonian has the square (d² + 2dJ(Sz + Kz) + J²(k + 1/2)²)/4. Here d, J and k are real, and `S` and `K` are triples of elements of any complex algebra, assumed to satisfy the spin-1/2 product rules, the angular momentum commutators (with ħ = 1) and K² = k(k+1), and to commute with each other. The attempt first proves (S·K)² = k(k+1)/4 − S·K/2 from these relations. It then expands the full square, using the earlier result that the anticommutator of Sz and S·K is Kz/2.

The first attempt, which Lean rejects:

```lean
import Mathlib

open Complex (I)
open scoped Kronecker

namespace ShiftedSq

noncomputable section

variable {A : Type*} [Ring A] [Algebra ℂ A]

/-- A spin 1/2 `S` (Pauli relations) and an angular momentum `K` with `K² = k(k+1)`,
commuting with each other; the indices 0, 1, 2 stand for x, y, z. -/
structure CoupledSpins (S K : Fin 3 → A) (k : ℝ) : Prop where
  square : ∀ a, S a * S a = (1 / 4 : ℂ) • (1 : A)
  xy : S 0 * S 1 = (I / 2) • S 2
  yx : S 1 * S 0 = (-(I / 2)) • S 2
  yz : S 1 * S 2 = (I / 2) • S 0
  zy : S 2 * S 1 = (-(I / 2)) • S 0
  zx : S 2 * S 0 = (I / 2) • S 1
  xz : S 0 * S 2 = (-(I / 2)) • S 1
  comm : ∀ a b, S a * K b = K b * S a
  Kxy : K 0 * K 1 - K 1 * K 0 = I • K 2
  Kyz : K 1 * K 2 - K 2 * K 1 = I • K 0
  Kzx : K 2 * K 0 - K 0 * K 2 = I • K 1
  casimir : K 0 * K 0 + K 1 * K 1 + K 2 * K 2 = ((k : ℂ) * (k + 1)) • (1 : A)

/-- The scalar coupling `S·K`. -/
def dotSK (S K : Fin 3 → A) : A := S 0 * K 0 + S 1 * K 1 + S 2 * K 2

/-- The total projection `Sz + Kz`. -/
def totalZ (S K : Fin 3 → A) : A := S 2 + K 2

/-- The shifted Hamiltonian `d Sz + J S·K + J/4`, with frequency offset `d`. -/
def shifted (S K : Fin 3 → A) (d J : ℝ) : A :=
  (d : ℂ) • S 2 + (J : ℂ) • dotSK S K + ((J : ℂ) / 4) • (1 : A)

/-- The anticommutator of `Sz` with the scalar coupling `S·K` is `Kz/2`. -/
theorem CoupledSpins.anticomm_dot {S K : Fin 3 → A} {k : ℝ} (h : CoupledSpins S K k) :
    S 2 * dotSK S K + dotSK S K * S 2 = (1 / 2 : ℂ) • K 2 := by
  have l : ∀ a, S 2 * (S a * K a) = S 2 * S a * K a := fun a => (mul_assoc _ _ _).symm
  have r : ∀ a, S a * K a * S 2 = S a * S 2 * K a := fun a => by
    rw [mul_assoc (S a) (K a), ← h.comm 2 a, ← mul_assoc]
  simp only [dotSK, mul_add, add_mul, l, r, h.square, h.zx, h.xz, h.zy, h.yz,
    smul_mul_assoc, one_mul]
  module

/-- The square of `d Sz + J S·K + J/4` is `(d² + 2dJ(Sz+Kz) + J²(k+1/2)²)/4`. -/
theorem CoupledSpins.shifted_sq {S K : Fin 3 → A} {k : ℝ} (h : CoupledSpins S K k)
    (d J : ℝ) : shifted S K d J ^ 2 = (1 / 4 : ℂ) • (((d : ℂ) ^ 2) • (1 : A)
      + (2 * (d : ℂ) * J) • totalZ S K + ((J : ℂ) ^ 2 * (k + 1 / 2) ^ 2) • (1 : A)) := by
  -- the square of the scalar coupling, from the spin algebra
  have hX : dotSK S K * dotSK S K
      = ((k : ℂ) * (k + 1) / 4) • (1 : A) - (1 / 2 : ℂ) • dotSK S K := by
    have p : ∀ a b, S a * K a * (S b * K b) = S a * S b * (K a * K b) := fun a b => by
      rw [mul_assoc (S a) (K a), ← mul_assoc (K a), ← h.comm b a]
      simp only [mul_assoc]
    have c1 := sub_eq_iff_eq_add'.mp h.Kxy
    have c2 := sub_eq_iff_eq_add'.mp h.Kyz
    have c3 := sub_eq_iff_eq_add'.mp h.Kzx
    have c4 := eq_sub_of_add_eq' h.casimir
    have hI : I / 2 * I = -(1 / 2) := by linear_combination (1 / 2 : ℂ) * Complex.I_sq
    simp only [dotSK, mul_add, add_mul, p, h.square, h.xy, h.yx, h.yz, h.zy, h.zx, h.xz,
      c1, c2, c3, c4, smul_mul_assoc, mul_smul_comm, one_mul, smul_add, smul_smul, hI]
    module
  -- the cross terms reduce to the total projection
  have hz := eq_sub_of_add_eq h.anticomm_dot
  rw [pow_two (shifted S K d J)]
  simp only [shifted, totalZ, mul_add, add_mul, smul_mul_assoc, mul_smul_comm, one_mul,
    mul_one, hX, hz, h.square]
  module

end

end ShiftedSq
```

Lean reports:

```
Main.lean:65:4: error: ring failed, ring expressions not equal
A : Type u_1
inst✝¹ : Ring A
inst✝ : Algebra ℂ A
S K : Fin 3 → A
k : ℝ
h : CoupledSpins S K k
d J : ℝ
p : ∀ (a b : Fin 3), S a * K a * (S b * K b) = S a * S b * (K a * K b)
c1 : K 0 * K 1 = K 1 * K 0 + I • K 2
c2 : K 1 * K 2 = K 2 * K 1 + I • K 0
c3 : K 2 * K 0 = K 0 * K 2 + I • K 1
c4 : K 2 * K 2 = (↑k * (↑k + 1)) • 1 - (K 0 * K 0 + K 1 * K 1)
hI : I / 2 * I = -(1 / 2)
⊢ I ^ 2 * (1 / 2) = -1 / 2
Main.lean:64:83: warning: This simp argument is unused:
  hI

Hint: Omit it from the simp argument list.
  [apply] simp only [dotSK, mul_add, add_mul, p, h.square, h.xy, h.yx, h.yz, h.zy, h.zx, h.xz, c1, c2, c3, c4,
    smul_mul_assoc, mul_smul_comm, one_mul, smul_add, smul_smul]

Note: This linter can be disabled with `set_option linter.unusedSimpArgs false`
```

What went wrong. The error comes from the `module` that should finish `hX`, the formula for (S·K)². In the expansion, a product such as `S 0 * S 1` gives a factor `I / 2`, and reordering `K 0 * K 1` gives a factor `I`. The `simp only` call pulls both scalars out and merges them with `smul_smul`, in the order `I * (I / 2)`. But `hI` was stated for `I / 2 * I`. The two are equal, but `simp only` matches the left side as written and has no rule here for swapping the factors, so `hI` never applied, as the warning about an unused argument says.

The product was therefore still there when `module` compared coefficients. That tactic leaves equations between scalars to `ring`, which doesn't know that `I ^ 2 = -1`, and so it stopped at `I ^ 2 * (1 / 2) = -1 / 2`, which is true but out of its reach.

The repair states `hI` for `I * (I / 2)`. Now `simp only` replaces the product with `-(1 / 2)`, and `module` can close the goal. The proof of `hI` itself stays the same, since the order of the factors makes no difference to `linear_combination`.

The mended proof, as a diff:

```diff
@@ -60,5 +60,5 @@
     have c3 := sub_eq_iff_eq_add'.mp h.Kzx
     have c4 := eq_sub_of_add_eq' h.casimir
-    have hI : I / 2 * I = -(1 / 2) := by linear_combination (1 / 2 : ℂ) * Complex.I_sq
+    have hI : I * (I / 2) = -(1 / 2) := by linear_combination (1 / 2 : ℂ) * Complex.I_sq
     simp only [dotSK, mul_add, add_mul, p, h.square, h.xy, h.yx, h.yz, h.zy, h.zx, h.xz,
       c1, c2, c3, c4, smul_mul_assoc, mul_smul_comm, one_mul, smul_add, smul_smul, hI]
```
